# An adiabatic quantum pump at zero temperature dissipates at least π times the squared current in each channel (ħ = e = 1)

Once a pump calculation has produced the scattering matrix \(S(t)\) at the Fermi energy, a convenient next step is to form \(X = i\,S'S^\dagger\), where \(S'\) is the time derivative. The diagonal of \(X\) gives the current in each channel, and the diagonal of \(X^2\) gives the dissipation. When \(S(t)\) is unitary at all times, the two can be compared channel by channel: \((X^2)_{jj}-(X_{jj})^2\) is never negative, and it vanishes exactly when row \(j\) of \(X\) has no off-diagonal entries. A negative value beyond discretisation and rounding error therefore points to a fault in \(S\), in its derivative or in the assembly of \(X\). The test is one-sided: every Hermitian \(X\) passes it, even one built from a wrong \(S\).

For non-interacting electrons in finitely many channels, driven adiabatically at zero temperature between reservoirs at the same chemical potential, the inequality sets the least dissipation in a channel that a given instantaneous current in that channel allows.

## The energy shift, the current and the dissipation

```lean
import Mathlib

open Matrix

namespace OptimalQuantumPump

noncomputable section

variable {n : Type*} [Fintype n] [DecidableEq n]
```

The type `n` is the finite set of channels. A `Matrix n n ℂ` is a square complex matrix whose rows and columns are labelled by channels; here rows are outgoing and columns incoming.

```lean
/-- The time derivative of the scattering matrix, taken entry by entry. -/
def velocity (S : ℝ → Matrix n n ℂ) (t : ℝ) : Matrix n n ℂ :=
  Matrix.of fun i j => deriv (fun s => S s i j) t
```

A pump is a function `S` from real time to such matrices. `velocity S t` is \(S'(t)\), with entries \(S'_{ij}(t)=\frac{d}{ds}S_{ij}(s)\big|_{s=t}\).

```lean
/-- The energy shift matrix `X = i S' Sᴴ` of a time-dependent scatterer. -/
def energyShift (S : ℝ → Matrix n n ℂ) (t : ℝ) : Matrix n n ℂ :=
  Complex.I • (velocity S t * (S t)ᴴ)
```

This is \(X(t)=i\,S'(t)\,S(t)^\dagger\). Lean writes `ᴴ` for the conjugate transpose and `•` for multiplication by a scalar.

```lean
/-- The adiabatic pump current `Re X_jj / 2π` in channel `j`, in units `ħ = e = 1`. -/
def current (S : ℝ → Matrix n n ℂ) (t : ℝ) (j : n) : ℝ :=
  (energyShift S t j j).re / (2 * Real.pi)
```

The current is \(I_j = X_{jj}/2\pi\). The `.re` takes the real part, so that the current is a real number by type; for a differentiable unitary pump nothing is lost, because \(X_{jj}\) turns out to be real.

```lean
/-- The adiabatic dissipation `Re (X²)_jj / 4π` in channel `j` at zero temperature, in units
`ħ = e = 1`. -/
def dissipation (S : ℝ → Matrix n n ℂ) (t : ℝ) (j : n) : ℝ :=
  ((energyShift S t ^ 2) j j).re / (4 * Real.pi)
```

The dissipation is \(E_j=(X^2)_{jj}/4\pi\), where `.re` again changes nothing for a differentiable unitary pump. Both formulas enter as definitions. They stand for the adiabatic, zero-temperature response of non-interacting electrons with no bias between the reservoirs, and the file does not derive them from a Hamiltonian or from scattering theory. A current is positive when it flows from the scatterer into the reservoir. The dissipation is the net energy per unit time carried into the reservoir, with each electron's energy counted from the Fermi energy.

## Unitarity makes the energy shift Hermitian

```lean
/-- Conservation of probability, differentiated: a differentiable family of unitary
scattering matrices satisfies `S' Sᴴ + S S'ᴴ = 0`. -/
theorem velocity_relation {S : ℝ → Matrix n n ℂ} {t : ℝ}
    (hU : ∀ s, S s * (S s)ᴴ = 1)
    (hd : ∀ i j, DifferentiableAt ℝ (fun s => S s i j) t) :
    velocity S t * (S t)ᴴ + S t * (velocity S t)ᴴ = 0 := by
  ext i j
  have h1 : HasDerivAt (fun s => ∑ k, S s i k * star (S s j k))
      (∑ k, (velocity S t i k * star (S t j k) + S t i k * star (velocity S t j k))) t :=
    HasDerivAt.fun_sum fun k _ => (hd i k).hasDerivAt.fun_mul (hd j k).hasDerivAt.star
  -- the differentiated function is constant by unitarity
  have h2 : (fun s => ∑ k, S s i k * star (S s j k)) =
      fun _ => (1 : Matrix n n ℂ) i j := by
    funext s
    rw [← hU s]
    simp only [Matrix.mul_apply, Matrix.conjTranspose_apply]
  rw [h2] at h1
  have h3 := h1.unique (hasDerivAt_const t _)
  simpa only [Matrix.add_apply, Matrix.mul_apply, Matrix.conjTranspose_apply,
    Matrix.zero_apply, Finset.sum_add_distrib] using h3
```

A Lean theorem lists its hypotheses first, then a colon and the conclusion; the proof follows `:= by`. Here `hU` says that \(S(s)S(s)^\dagger=1\) at every time \(s\), and `hd` says that every entry is differentiable at the instant \(t\). The conclusion is \(S'S^\dagger+SS'^\dagger=0\) at \(t\).

By hand, write unitarity in entries and differentiate at \(s=t\):
\[
\sum_k S_{ik}(s)\,\overline{S_{jk}(s)}=\delta_{ij}
\quad\Rightarrow\quad
\sum_k\left(S'_{ik}\overline{S_{jk}}+S_{ik}\overline{S'_{jk}}\right)=0 .
\]
In the proof, `h1` is the product rule and `h2` says that the differentiated function is constant. Since a function has only one derivative at a point, `h1.unique` equates the sum with zero.

```lean
/-- The energy shift of a differentiable family of unitary scattering matrices is
Hermitian. -/
theorem energyShift_isHermitian {S : ℝ → Matrix n n ℂ} {t : ℝ}
    (hU : ∀ s, S s * (S s)ᴴ = 1)
    (hd : ∀ i j, DifferentiableAt ℝ (fun s => S s i j) t) :
    (energyShift S t).IsHermitian := by
  have h := eq_neg_of_add_eq_zero_right (velocity_relation hU hd)
  unfold Matrix.IsHermitian energyShift
  rw [Matrix.conjTranspose_smul, Matrix.conjTranspose_mul,
    Matrix.conjTranspose_conjTranspose, h]
  simp
```

The previous result gives \(SS'^\dagger=-S'S^\dagger\), which is `h` in the proof. Hence
\[
X^\dagger=(i\,S'S^\dagger)^\dagger=-i\,SS'^\dagger=i\,S'S^\dagger=X .
\]

## The excess is the off-diagonal weight of a row

```lean
/-- For a Hermitian matrix, `(X²)_jj` exceeds `(X_jj)²` by the total squared modulus of the
off-diagonal entries in row `j`. -/
theorem sq_diag_eq {X : Matrix n n ℂ} (hX : X.IsHermitian) (j : n) :
    ((X ^ 2) j j).re = (X j j).re ^ 2 + ∑ k ∈ Finset.univ.erase j, ‖X j k‖ ^ 2 := by
  have hk : ∀ k, (X j k * X k j).re = ‖X j k‖ ^ 2 := by
    intro k
    rw [← hX.apply k j, ← Complex.normSq_eq_norm_sq]
    change (X j k * (starRingEnd ℂ) (X j k)).re = _
    rw [Complex.mul_conj, Complex.ofReal_re]
  have him : (X j j).im = 0 := Complex.conj_eq_iff_im.1 (hX.apply j j)
  have hjj : ‖X j j‖ ^ 2 = (X j j).re ^ 2 := by
    rw [← Complex.normSq_eq_norm_sq, Complex.normSq_apply, him]
    ring
  rw [sq X, Matrix.mul_apply, Complex.re_sum, Finset.sum_congr rfl (fun k _ => hk k),
    ← Finset.add_sum_erase _ _ (Finset.mem_univ j), hjj]
```

This theorem concerns any Hermitian matrix. Since \(X_{kj}=\overline{X_{jk}}\),
\[
(X^2)_{jj}=\sum_k X_{jk}X_{kj}=\sum_k|X_{jk}|^2=(X_{jj})^2+\sum_{k\neq j}|X_{jk}|^2 .
\]
The last step uses that \(X_{jj}\) is real. In Lean, `hk` turns each product into a squared modulus, `him` and `hjj` treat the diagonal entry, and `Finset.univ.erase j` is the set of all channels except \(j\).

```lean
/-- For a differentiable family of unitary scattering matrices the energy shift `X` is
Hermitian and `(X_jj)² ≤ (X²)_jj` in every channel, with equality exactly when row `j` of `X`
has no off-diagonal entries. -/
theorem optimal_pump {S : ℝ → Matrix n n ℂ} {t : ℝ}
    (hU : ∀ s, S s * (S s)ᴴ = 1)
    (hd : ∀ i j, DifferentiableAt ℝ (fun s => S s i j) t) :
    (energyShift S t).IsHermitian ∧ ∀ j,
      (energyShift S t j j).re ^ 2 ≤ ((energyShift S t ^ 2) j j).re ∧
      (((energyShift S t ^ 2) j j).re = (energyShift S t j j).re ^ 2 ↔
        ∀ k, k ≠ j → energyShift S t j k = 0) := by
  have hX := energyShift_isHermitian hU hd
  refine ⟨hX, fun j => ?_⟩
  have he := sq_diag_eq hX j
  have hn : 0 ≤ ∑ k ∈ Finset.univ.erase j, ‖energyShift S t j k‖ ^ 2 :=
    Finset.sum_nonneg fun k _ => sq_nonneg _
  -- a sum of squares vanishes only term by term
  have hs : ∑ k ∈ Finset.univ.erase j, ‖energyShift S t j k‖ ^ 2 = 0 ↔
      ∀ k ∈ Finset.univ.erase j, ‖energyShift S t j k‖ ^ 2 = 0 :=
    Finset.sum_eq_zero_iff_of_nonneg fun k _ => sq_nonneg _
  refine ⟨by linarith, fun h k hk => ?_, fun h => ?_⟩
  · have h0 := hs.1 (by linarith) k (Finset.mem_erase.2 ⟨hk, Finset.mem_univ k⟩)
    simpa using h0
  · have h0 := hs.2 fun k hk => by simp [h k (Finset.ne_of_mem_erase hk)]
    linarith
```

The conclusion has three parts: \(X\) is Hermitian; \((X_{jj})^2\le(X^2)_{jj}\) for every \(j\); and equality holds if and only if \(X_{jk}=0\) for all \(k\neq j\).

The first part is `energyShift_isHermitian`. The other two follow from the identity just derived, which appears as `he`. The off-diagonal sum is non-negative (`hn`), which gives the bound. A sum of non-negative terms is zero only if each term is zero (`hs`), which gives the equality case. The tactic `linarith` does the remaining linear arithmetic. With a single channel there are no off-diagonal entries, and equality always holds.

Unitarity at the single instant \(t\) would not be enough. Take one channel with \(S(s)=1+s\) and \(t=0\). Then \(S(0)=1\) is unitary, but \(S'(0)=1\) gives \(X=i\), which is not Hermitian. Moreover \(X^2=-1\), while the squared real part of \(X\) is \(0\), so the bound fails.

## An optimal channel changes only by a common phase

```lean
/-- For a differentiable family of unitary scattering matrices, row `j` of the energy shift has
no off-diagonal entries exactly when row `j` of `S'` is `-i e` times row `j` of `S` for some
real `e`. -/
theorem row_diagonal_iff {S : ℝ → Matrix n n ℂ} {t : ℝ}
    (hU : ∀ s, S s * (S s)ᴴ = 1)
    (hd : ∀ i j, DifferentiableAt ℝ (fun s => S s i j) t) (j : n) :
    (∀ k, k ≠ j → energyShift S t j k = 0) ↔
      ∃ e : ℝ, ∀ k, velocity S t j k = -(Complex.I * e) * S t j k := by
  constructor
  · intro h
    -- the equation of motion S' = -i X S
    have hV : velocity S t = (-Complex.I) • (energyShift S t * S t) := by
      unfold energyShift
      rw [Matrix.smul_mul, Matrix.mul_assoc, mul_eq_one_comm.1 (hU t), Matrix.mul_one,
        smul_smul]
      simp
    have hre : ((energyShift S t j j).re : ℂ) = energyShift S t j j :=
      Complex.conj_eq_iff_re.1 ((energyShift_isHermitian hU hd).apply j j)
    refine ⟨(energyShift S t j j).re, fun k => ?_⟩
    rw [hre, hV, Matrix.smul_apply, Matrix.mul_apply,
      Finset.sum_eq_single j (fun l _ hl => by rw [h l hl, zero_mul]) (by simp), smul_eq_mul]
    ring
  · rintro ⟨e, he⟩ k hk
    -- different rows of a unitary matrix are orthogonal
    have h0 : ∑ l, S t j l * star (S t k l) = 0 := by
      have h := congrFun (congrFun (hU t) j) k
      simpa only [Matrix.mul_apply, Matrix.conjTranspose_apply,
        Matrix.one_apply_ne hk.symm] using h
    calc energyShift S t j k
        = Complex.I * ∑ l, velocity S t j l * star (S t k l) := by
          simp only [energyShift, Matrix.smul_apply, Matrix.mul_apply,
            Matrix.conjTranspose_apply, smul_eq_mul]
      _ = Complex.I * ∑ l, -(Complex.I * e) * (S t j l * star (S t k l)) := by
          congr 1
          exact Finset.sum_congr rfl fun l _ => by rw [he l, mul_assoc]
      _ = 0 := by rw [← Finset.mul_sum, h0, mul_zero, mul_zero]
```

Call a channel optimal at \(t\) when equality holds there. The condition on \(X\) is now translated into one on the scattering amplitudes: row \(j\) of \(X\) is diagonal exactly when there is a real \(e\) with \(S'_{jk}=-i e\,S_{jk}\) for all \(k\). This \(e\) is a rate of phase change, not the electron charge.

For the forward direction, multiply \(X=i\,S'S^\dagger\) by \(S\) from the right. A square matrix with \(SS^\dagger=1\) also satisfies \(S^\dagger S=1\), so \(XS=i\,S'\), or \(S'=-i\,XS\). This is `hV`. If row \(j\) of \(X\) is diagonal, only one term of the matrix product survives:
\[
S'_{jk}=-i\sum_l X_{jl}S_{lk}=-i\,X_{jj}S_{jk},
\]
and \(e=X_{jj}\) is real because \(X\) is Hermitian.

For the converse, insert the condition into \(X\). For \(k\neq j\),
\[
X_{jk}=i\sum_l S'_{jl}\overline{S_{kl}}
=i(-ie)\sum_l S_{jl}\overline{S_{kl}}=0,
\]
since different rows of a unitary matrix are orthogonal (`h0`). The `calc` block follows this chain.

```lean
/-- For a differentiable family of unitary scattering matrices the dissipation in a channel is
at least `π` times the squared current, with equality exactly when row `j` of `S` changes, to
first order in time, only by a common phase. -/
theorem dissipation_bound {S : ℝ → Matrix n n ℂ} {t : ℝ}
    (hU : ∀ s, S s * (S s)ᴴ = 1)
    (hd : ∀ i j, DifferentiableAt ℝ (fun s => S s i j) t) (j : n) :
    Real.pi * current S t j ^ 2 ≤ dissipation S t j ∧
      (dissipation S t j = Real.pi * current S t j ^ 2 ↔
        ∃ e : ℝ, ∀ k, velocity S t j k = -(Complex.I * e) * S t j k) := by
  obtain ⟨hle, heq⟩ := (optimal_pump hU hd).2 j
  have hp : Real.pi * Real.pi⁻¹ = 1 := mul_inv_cancel₀ Real.pi_ne_zero
  have hpos : 0 < 4 * Real.pi := by positivity
  have hc : Real.pi * current S t j ^ 2 =
      (energyShift S t j j).re ^ 2 / (4 * Real.pi) := by
    unfold current
    linear_combination ((energyShift S t j j).re ^ 2 / 4 * Real.pi⁻¹) * hp
  rw [hc, ← row_diagonal_iff hU hd j, ← heq]
  unfold dissipation
  exact ⟨div_le_div_of_nonneg_right hle hpos.le, div_left_inj' hpos.ne'⟩
```

In terms of current and dissipation the bound reads \(E_j\ge\pi I_j^2\) (with units restored, \(\pi\) becomes \(\pi\hbar/e^2=h/2e^2\), where \(e\) is the electron charge), with equality exactly when row \(j\) of \(S\) changes, to first order at that instant, by a common phase. By hand,
\[
\pi I_j^2=\pi\,\frac{(X_{jj})^2}{4\pi^2}=\frac{(X_{jj})^2}{4\pi},
\]
which is `hc`. Dividing the matrix inequality by the positive number \(4\pi\) gives the bound. The equality case combines the two preceding theorems.

For a numerical instance, take two channels and \(S(t)=e^{-iHt}\), where \(H\) is a constant Hermitian matrix acting on the channels, not the Hamiltonian of the electrons, with
\[
H=\begin{pmatrix}2&1\\1&-2\end{pmatrix},\qquad
X=i(-iH)SS^\dagger=H,\qquad
X^2=\begin{pmatrix}5&0\\0&5\end{pmatrix}.
\]
The currents are \(I_1=1/\pi\approx0.318\) and \(I_2=-1/\pi\). Each channel dissipates \(5/4\pi\approx0.398\), while the bound is \(\pi I_j^2=1/\pi\approx0.318\). The excess \(1/4\pi\approx0.080\) comes from the off-diagonal entry \(1\) in each row.

## A phase pump with a diagonal energy shift

```lean
/-- The phase pump: a fixed scatterer `U` whose outgoing channel `j` acquires the phase
factor `exp(-i ω_j t)`. -/
def phasePump (ω : n → ℝ) (U : Matrix n n ℂ) (s : ℝ) : Matrix n n ℂ :=
  Matrix.diagonal (fun j => Complex.exp (-(Complex.I * ω j) * s)) * U
```

Here a fixed scatterer \(U\) is followed by a phase that runs at its own real frequency \(\omega_j\) in each outgoing channel: \(S_{jk}(s)=e^{-i\omega_j s}U_{jk}\).

```lean
/-- The phase pump built on a unitary scatterer is unitary at all times. -/
theorem phasePump_unitary (ω : n → ℝ) {U : Matrix n n ℂ} (hU : U * Uᴴ = 1) (s : ℝ) :
    phasePump ω U s * (phasePump ω U s)ᴴ = 1 := by
  unfold phasePump
  rw [Matrix.conjTranspose_mul, Matrix.mul_assoc, ← Matrix.mul_assoc U, hU, Matrix.one_mul,
    Matrix.diagonal_conjTranspose, Matrix.diagonal_mul_diagonal, ← Matrix.diagonal_one]
  refine congrArg Matrix.diagonal (funext fun j => ?_)
  change Complex.exp _ * (starRingEnd ℂ) (Complex.exp _) = 1
  rw [← Complex.exp_conj, ← Complex.exp_add]
  simp
```

With \(D(s)\) the diagonal matrix of phases, \(SS^\dagger=D\,UU^\dagger D^\dagger=DD^\dagger=1\). The last lines of the proof check that each phase times its conjugate is \(1\).

```lean
/-- Each entry in row `j` of the phase pump is differentiable in time, and its derivative is
`-i ω_j` times the entry itself. -/
theorem phasePump_hasDerivAt (ω : n → ℝ) (U : Matrix n n ℂ) (t : ℝ) (j k : n) :
    HasDerivAt (fun s => phasePump ω U s j k)
      (-(Complex.I * ω j) * phasePump ω U t j k) t := by
  simp only [phasePump, Matrix.diagonal_mul]
  have h0 : HasDerivAt (fun s : ℝ => (s : ℂ)) 1 t :=
    HasDerivAt.congr_deriv (hasDerivAt_id' t).ofReal_comp (by simp)
  exact ((h0.const_mul (-(Complex.I * ω j))).cexp.mul_const (U j k)).congr_deriv (by ring)
```

Differentiating the exponential gives \(S'_{jk}(t)=-i\omega_j S_{jk}(t)\). `HasDerivAt` states both that the entry is differentiable and what its derivative is.

```lean
/-- The energy shift of the phase pump on a unitary scatterer is the diagonal matrix of the
frequencies `ω_j`. -/
theorem phasePump_energyShift (ω : n → ℝ) {U : Matrix n n ℂ} (hU : U * Uᴴ = 1) (t : ℝ) :
    energyShift (phasePump ω U) t = Matrix.diagonal (fun j => (ω j : ℂ)) := by
  have hv : velocity (phasePump ω U) t =
      Matrix.diagonal (fun j => -(Complex.I * ω j)) * phasePump ω U t := by
    ext j k
    rw [Matrix.diagonal_mul]
    exact (phasePump_hasDerivAt ω U t j k).deriv
  unfold energyShift
  rw [hv, Matrix.mul_assoc, phasePump_unitary ω hU t, Matrix.mul_one, ← Matrix.diagonal_smul]
  refine congrArg Matrix.diagonal (funext fun j => ?_)
  change Complex.I * -(Complex.I * ω j) = ω j
  linear_combination (-(ω j : ℂ)) * Complex.I_mul_I

end

end OptimalQuantumPump
```

In matrix form, \(S'=\mathrm{diag}(-i\omega_j)\,S\), which is `hv`. Therefore
\[
X=i\,\mathrm{diag}(-i\omega_j)\,SS^\dagger=\mathrm{diag}(\omega_j).
\]
Inserting this into the definitions gives \(I_j=\omega_j/2\pi\) and \(E_j=\omega_j^2/4\pi=\pi I_j^2\). The phase pump thus meets the bound in every channel, and it carries a non-zero current wherever \(\omega_j\neq0\).

```lean
#print axioms OptimalQuantumPump.dissipation_bound
#print axioms OptimalQuantumPump.phasePump_energyShift
```

```
'OptimalQuantumPump.dissipation_bound' depends on axioms: [propext, Classical.choice, Quot.sound]
'OptimalQuantumPump.phasePump_energyShift' depends on axioms: [propext, Classical.choice, Quot.sound]
```
